# Centre-of-mass and relative variables of two particles are canonical and split the kinetic energy

## Can the two-body separation be checked from the commutators alone?

Let two particles, labelled 0 and 1, have positive masses $m_1$ and $m_2$, in that order, and let $M = m_1 + m_2$. Their position and momentum components along direction $i$ are $x_{0,i}, x_{1,i}$ and $p_{0,i}, p_{1,i}$, with $\hbar = 1$. I define

$$X_i = \frac{m_1 x_{0,i} + m_2 x_{1,i}}{M},\quad P_i = p_{0,i} + p_{1,i},\quad r_i = x_{0,i} - x_{1,i},\quad q_i = \frac{m_2 p_{0,i} - m_1 p_{1,i}}{M}.$$

The physical claim is that $(X, P)$ and $(r, q)$ behave like the variables of two independent particles, and that the kinetic energy becomes one term with mass $M$ plus one with the reduced mass $\mu = m_1 m_2 / M$. I would like to see this derived rigorously from the commutation relations, without wave functions, and checked by machine. Does the Hamiltonian separate too when there is an interaction?

## Two mass fractions that add to one

Write $[a,b] = ab - ba$, $w_1 = m_1/M$ and $w_2 = m_2/M$, so that $w_1 + w_2 = 1$. The canonical relations are $[x_{a,i}, p_{b,j}] = i\,\delta_{ab}\delta_{ij}$, where the prefactor $i$ is the imaginary unit, and all positions commute with each other, as do all momenta. The Hamiltonian does separate when the interaction depends only on $r$; the algebraic proof below covers the interactions that are polynomial in the components of $r$.

**Commutators.** The commutator is linear in each argument, and the mixed-particle terms vanish:

$$[X_i, P_j] = (w_1 + w_2)\, i\delta_{ij} = i\delta_{ij}, \qquad [r_i, q_j] = (w_2 + w_1)\, i\delta_{ij} = i\delta_{ij},$$

$$[X_i, q_j] = (w_1 w_2 - w_2 w_1)\, i\delta_{ij} = 0, \qquad [r_i, P_j] = (1 - 1)\, i\delta_{ij} = 0.$$

The new positions are combinations of commuting positions, so they commute; the same holds for the momenta.

**Kinetic energy.** For one direction, with the index $i$ suppressed and the order of factors kept,

$$\frac{P^2}{2M} = \frac{p_0^2 + p_0p_1 + p_1p_0 + p_1^2}{2M},$$

$$\frac{q^2}{2\mu} = \frac{1}{2M}\left(\frac{m_2}{m_1}\,p_0^2 - p_0p_1 - p_1p_0 + \frac{m_1}{m_2}\,p_1^2\right).$$

In the sum the cross terms cancel, even if $p_0$ and $p_1$ do not commute. The coefficient of $p_0^2$ is $\frac{1}{2M}\left(1 + \frac{m_2}{m_1}\right) = \frac{1}{2m_1}$, and that of $p_1^2$ is $\frac{1}{2m_2}$. Summing over directions gives the result.

**Angular momentum.** Expanding products in the same way,

$$X_iP_j + r_iq_j = (w_1+w_2)\,x_{0,i}p_{0,j} + (w_1-w_1)\,x_{0,i}p_{1,j} + (w_2-w_2)\,x_{1,i}p_{0,j} + (w_2+w_1)\,x_{1,i}p_{1,j},$$

which is $x_{0,i}p_{0,j} + x_{1,i}p_{1,j}$. Subtracting the expression with $i$ and $j$ exchanged splits the total angular momentum into a centre-of-mass part and a relative part.

**Hamiltonian.** Let $V$ be a polynomial in the $r_i$, and let $H = \sum_i \left(\frac{p_{0,i}^2}{2m_1} + \frac{p_{1,i}^2}{2m_2}\right) + V$. The kinetic identity gives

$$H = \frac{1}{2M}\sum_i P_i^2 + H_{\text{int}}, \qquad H_{\text{int}} = \frac{1}{2\mu}\sum_i q_i^2 + V.$$

Each $P_j$ commutes with every $r_i$ and $q_i$. Whatever commutes with two elements also commutes with their sums and products, so $P_j$ commutes with $H_{\text{int}}$. Hence so do $P_j^2$ and the centre-of-mass kinetic energy.

**A numerical instance.** Take one direction, $m_1 = 1$ and $m_2 = 3$, so $M = 4$ and $\mu = 3/4$. For momentum values $p_0 = 5$ and $p_1 = 3$ the original kinetic energy is $25/2 + 9/6 = 14$. The new momenta are $P = 8$ and $q = (3\cdot 5 - 1\cdot 3)/4 = 3$, with energies $64/8 = 8$ and $9/(2\cdot\tfrac34) = 6$, again 14 in total.

Here is the complete Lean file.

```lean
import Mathlib

open MvPolynomial (pderiv)

namespace CentreOfMassSeparation

noncomputable section

variable {ι A : Type*} [Ring A] [Algebra ℂ A]

/-- The commutator of two observables. -/
def comm (a b : A) : A := a * b - b * a

/-- Canonical commutation relations (with ħ = 1) for two particles whose position and momentum
components are labelled by the spatial directions `ι`. -/
structure IsCanonical [DecidableEq ι] (x p : Fin 2 → ι → A) : Prop where
  same : ∀ a i j, comm (x a i) (p a j) = (if i = j then Complex.I else 0) • (1 : A)
  cross : ∀ a b i j, a ≠ b → comm (x a i) (p b j) = 0
  xx : ∀ a b i j, comm (x a i) (x b j) = 0
  pp : ∀ a b i j, comm (p a i) (p b j) = 0

/-- The fraction of the total mass carried by the first of two masses. -/
def massFrac (m₁ m₂ : ℝ) : ℂ := m₁ / (m₁ + m₂)

/-- The reduced mass of two particles. -/
def reducedMass (m₁ m₂ : ℝ) : ℝ := m₁ * m₂ / (m₁ + m₂)

/-- The centre-of-mass position `(m₁ x₀ + m₂ x₁) / M`, where `M = m₁ + m₂`. -/
def comPosition (m₁ m₂ : ℝ) (x : Fin 2 → ι → A) (i : ι) : A :=
  massFrac m₁ m₂ • x 0 i + massFrac m₂ m₁ • x 1 i

/-- The relative position `x₀ - x₁`. -/
def relPosition (x : Fin 2 → ι → A) (i : ι) : A := x 0 i - x 1 i

/-- The total momentum `p₀ + p₁`. -/
def totalMomentum (p : Fin 2 → ι → A) (i : ι) : A := p 0 i + p 1 i

/-- The relative momentum `(m₂ p₀ - m₁ p₁) / M`, where `M = m₁ + m₂`. -/
def relMomentum (m₁ m₂ : ℝ) (p : Fin 2 → ι → A) (i : ι) : A :=
  massFrac m₂ m₁ • p 0 i - massFrac m₁ m₂ • p 1 i

/-- The kinetic energy `p² / (2m)`, summed over the spatial directions. -/
def kinetic [Fintype ι] (m : ℝ) (p : ι → A) : A := (1 / (2 * (m : ℂ))) • ∑ i, p i ^ 2

/-- The component `xᵢ pⱼ - xⱼ pᵢ` of the angular momentum. -/
def angularMomentum (x p : ι → A) (i j : ι) : A := x i * p j - x j * p i

/-- The two mass fractions add up to one. -/
theorem massFrac_swap {m₁ m₂ : ℝ} (h₁ : 0 < m₁) (h₂ : 0 < m₂) :
    massFrac m₂ m₁ = 1 - massFrac m₁ m₂ := by
  have hM : (m₁ : ℂ) + m₂ ≠ 0 := by exact_mod_cast (add_pos h₁ h₂).ne'
  unfold massFrac
  rw [eq_sub_iff_add_eq, add_comm (m₂ : ℂ) m₁, ← add_div, add_comm (m₂ : ℂ) m₁, div_self hM]

/-- The commutator of two linear combinations expands into the four elementary commutators. -/
theorem comm_combo (a b c d : ℂ) (x y u v : A) :
    comm (a • x + b • y) (c • u + d • v) =
      (a * c) • comm x u + (a * d) • comm x v + (b * c) • comm y u + (b * d) • comm y v := by
  simp only [comm, add_mul, mul_add, smul_mul_assoc, mul_smul_comm]
  module

/-- The centre-of-mass pair and the relative pair obey the same canonical commutation relations
as the two original particles. -/
theorem canonical_com_rel [DecidableEq ι] {m₁ m₂ : ℝ} (h₁ : 0 < m₁) (h₂ : 0 < m₂)
    {x p : Fin 2 → ι → A} (h : IsCanonical x p) :
    IsCanonical ![comPosition m₁ m₂ x, relPosition x]
      ![totalMomentum p, relMomentum m₁ m₂ p] := by
  have hw := massFrac_swap h₁ h₂
  -- all new variables are linear combinations of the old ones
  have eX : ∀ i, comPosition m₁ m₂ x i = massFrac m₁ m₂ • x 0 i + massFrac m₂ m₁ • x 1 i :=
    fun _ => rfl
  have ex : ∀ i, relPosition x i = (1 : ℂ) • x 0 i + (-1 : ℂ) • x 1 i := by
    intro i; unfold relPosition; module
  have eP : ∀ i, totalMomentum p i = (1 : ℂ) • p 0 i + (1 : ℂ) • p 1 i := by
    intro i; unfold totalMomentum; module
  have ep : ∀ i, relMomentum m₁ m₂ p i =
      massFrac m₂ m₁ • p 0 i + (-massFrac m₁ m₂) • p 1 i := by
    intro i; unfold relMomentum; module
  have c01 := fun i j => h.cross 0 1 i j (by decide)
  have c10 := fun i j => h.cross 1 0 i j (by decide)
  have hX : ∀ a, ∃ c d : ℂ, ∀ i,
      (![comPosition m₁ m₂ x, relPosition x] : Fin 2 → ι → A) a i = c • x 0 i + d • x 1 i := by
    intro a
    fin_cases a
    · exact ⟨_, _, eX⟩
    · exact ⟨_, _, ex⟩
  have hP : ∀ a, ∃ c d : ℂ, ∀ i,
      (![totalMomentum p, relMomentum m₁ m₂ p] : Fin 2 → ι → A) a i
        = c • p 0 i + d • p 1 i := by
    intro a
    fin_cases a
    · exact ⟨_, _, eP⟩
    · exact ⟨_, _, ep⟩
  refine ⟨?_, ?_, ?_, ?_⟩
  · intro a i j
    fin_cases a
    · show comm (comPosition m₁ m₂ x i) (totalMomentum p j) = _
      rw [eX, eP, comm_combo, h.same, h.same, c01, c10, hw]
      module
    · show comm (relPosition x i) (relMomentum m₁ m₂ p j) = _
      rw [ex, ep, comm_combo, h.same, h.same, c01, c10, hw]
      module
  · intro a b i j hab
    fin_cases a <;> fin_cases b
    · exact absurd rfl hab
    · show comm (comPosition m₁ m₂ x i) (relMomentum m₁ m₂ p j) = 0
      rw [eX, ep, comm_combo, h.same, h.same, c01, c10]
      module
    · show comm (relPosition x i) (totalMomentum p j) = 0
      rw [ex, eP, comm_combo, h.same, h.same, c01, c10]
      module
    · exact absurd rfl hab
  · intro a b i j
    obtain ⟨c, d, hc⟩ := hX a
    obtain ⟨e, f, he⟩ := hX b
    rw [hc i, he j, comm_combo]
    simp [h.xx]
  · intro a b i j
    obtain ⟨c, d, hc⟩ := hP a
    obtain ⟨e, f, he⟩ := hP b
    rw [hc i, he j, comm_combo]
    simp [h.pp]

/-- The kinetic energy of two particles is that of the total mass with the total momentum plus
that of the reduced mass with the relative momentum. -/
theorem kinetic_separates [Fintype ι] {m₁ m₂ : ℝ} (h₁ : 0 < m₁) (h₂ : 0 < m₂)
    (p : Fin 2 → ι → A) :
    kinetic m₁ (p 0) + kinetic m₂ (p 1) =
      kinetic (m₁ + m₂) (totalMomentum p) +
        kinetic (reducedMass m₁ m₂) (relMomentum m₁ m₂ p) := by
  have hM : (m₁ : ℂ) + m₂ ≠ 0 := by exact_mod_cast (add_pos h₁ h₂).ne'
  have k₁ : (m₁ : ℂ) ≠ 0 := by exact_mod_cast h₁.ne'
  have k₂ : (m₂ : ℂ) ≠ 0 := by exact_mod_cast h₂.ne'
  have hw : massFrac m₂ m₁ = m₂ / (m₁ + m₂) := by
    rw [massFrac, add_comm (m₂ : ℂ) m₁]
  have hv : massFrac m₁ m₂ = m₁ / (m₁ + m₂) := rfl
  simp only [kinetic, Finset.smul_sum, ← Finset.sum_add_distrib]
  refine Finset.sum_congr rfl fun i _ => ?_
  simp only [totalMomentum, relMomentum, hw, hv, pow_two, mul_add, add_mul, mul_sub, sub_mul,
    smul_mul_assoc, mul_smul_comm, reducedMass]
  push_cast
  -- compare the coefficients of the four products of momenta
  match_scalars <;> field_simp <;> ring

/-- The total angular momentum is that of the centre of mass plus that of the relative motion. -/
theorem angularMomentum_separates {m₁ m₂ : ℝ} (h₁ : 0 < m₁) (h₂ : 0 < m₂)
    (x p : Fin 2 → ι → A) (i j : ι) :
    angularMomentum (x 0) (p 0) i j + angularMomentum (x 1) (p 1) i j =
      angularMomentum (comPosition m₁ m₂ x) (totalMomentum p) i j +
        angularMomentum (relPosition x) (relMomentum m₁ m₂ p) i j := by
  simp only [angularMomentum, comPosition, totalMomentum, relPosition, relMomentum,
    massFrac_swap h₁ h₂, mul_add, add_mul, mul_sub, sub_mul, smul_mul_assoc, mul_smul_comm]
  module

/-- Every observable generated by the relative positions and momenta commutes with the
centre-of-mass position and with the total momentum. -/
theorem internal_commutes [DecidableEq ι] {m₁ m₂ : ℝ} (h₁ : 0 < m₁) (h₂ : 0 < m₂)
    {x p : Fin 2 → ι → A} (h : IsCanonical x p) {B : A}
    (hB : B ∈ Algebra.adjoin ℂ
      (Set.range (relPosition x) ∪ Set.range (relMomentum m₁ m₂ p))) (j : ι) :
    comm (comPosition m₁ m₂ x j) B = 0 ∧ comm (totalMomentum p j) B = 0 := by
  have hc := canonical_com_rel h₁ h₂ h
  -- what commutes with the generators commutes with everything they generate
  have key : ∀ c : A, (∀ i, comm c (relPosition x i) = 0) →
      (∀ i, comm c (relMomentum m₁ m₂ p i) = 0) → comm c B = 0 := by
    intro c k₁ k₂
    have hle : Algebra.adjoin ℂ (Set.range (relPosition x) ∪
        Set.range (relMomentum m₁ m₂ p)) ≤ Subalgebra.centralizer ℂ {c} := by
      refine Algebra.adjoin_le ?_
      rintro _ (⟨i, rfl⟩ | ⟨i, rfl⟩)
      · refine (Subalgebra.mem_centralizer_iff ℂ).2 fun g hg => ?_
        rw [Set.mem_singleton_iff.1 hg]
        exact sub_eq_zero.1 (k₁ i)
      · refine (Subalgebra.mem_centralizer_iff ℂ).2 fun g hg => ?_
        rw [Set.mem_singleton_iff.1 hg]
        exact sub_eq_zero.1 (k₂ i)
    exact sub_eq_zero.2
      ((Subalgebra.mem_centralizer_iff ℂ).1 (hle hB) c (Set.mem_singleton c))
  exact ⟨key _ (fun i => hc.xx 0 1 j i) (fun i => hc.cross 0 1 j i (by decide)),
    key _ (fun i => sub_eq_zero.2 (sub_eq_zero.1 (hc.cross 1 0 i j (by decide))).symm)
      (fun i => hc.pp 0 1 j i)⟩

/-- For an interaction `V` generated by the relative position, the two-body Hamiltonian is the sum
of the centre-of-mass kinetic energy and an internal Hamiltonian, and these two commute. -/
theorem hamiltonian_separates [Fintype ι] [DecidableEq ι] {m₁ m₂ : ℝ} (h₁ : 0 < m₁)
    (h₂ : 0 < m₂) {x p : Fin 2 → ι → A} (h : IsCanonical x p) {V : A}
    (hV : V ∈ Algebra.adjoin ℂ (Set.range (relPosition x))) :
    kinetic m₁ (p 0) + kinetic m₂ (p 1) + V =
        kinetic (m₁ + m₂) (totalMomentum p) +
          (kinetic (reducedMass m₁ m₂) (relMomentum m₁ m₂ p) + V) ∧
      comm (kinetic (m₁ + m₂) (totalMomentum p))
        (kinetic (reducedMass m₁ m₂) (relMomentum m₁ m₂ p) + V) = 0 := by
  refine ⟨by rw [kinetic_separates h₁ h₂ p, add_assoc], ?_⟩
  -- the internal Hamiltonian is built from relative variables only
  have hB : kinetic (reducedMass m₁ m₂) (relMomentum m₁ m₂ p) + V ∈ Algebra.adjoin ℂ
      (Set.range (relPosition x) ∪ Set.range (relMomentum m₁ m₂ p)) := by
    have hq : ∀ i, relMomentum m₁ m₂ p i ∈ Algebra.adjoin ℂ
        (Set.range (relPosition x) ∪ Set.range (relMomentum m₁ m₂ p)) :=
      fun i => Algebra.subset_adjoin (Or.inr ⟨i, rfl⟩)
    refine add_mem ?_ (Algebra.adjoin_mono Set.subset_union_left hV)
    unfold kinetic
    exact Subalgebra.smul_mem _ (sum_mem fun i _ => pow_mem (hq i) 2) _
  have hP : ∀ i, Commute (totalMomentum p i)
      (kinetic (reducedMass m₁ m₂) (relMomentum m₁ m₂ p) + V) :=
    fun i => sub_eq_zero.1 (internal_commutes h₁ h₂ h hB i).2
  exact sub_eq_zero.2
    ((Commute.sum_left _ _ _ fun i _ => (hP i).pow_left 2).smul_left _).eq

/-- Multiplication of a complex polynomial by a coordinate of particle `a`. -/
def posOp (a : Fin 2) (i : ι) : Module.End ℂ (MvPolynomial (Fin 2 × ι) ℂ) :=
  LinearMap.mulLeft ℂ (MvPolynomial.X (a, i))

/-- The operator `-i ∂` for a coordinate of particle `a`, on complex polynomials. -/
def momOp (a : Fin 2) (i : ι) : Module.End ℂ (MvPolynomial (Fin 2 × ι) ℂ) :=
  (-Complex.I) • (pderiv (a, i)).toLinearMap

/-- Multiplication by coordinates and `-i ∂` on polynomials satisfy the two-particle canonical
commutation relations. -/
theorem isCanonical_witness [DecidableEq ι] :
    IsCanonical (posOp (ι := ι)) (momOp (ι := ι)) := by
  have hx : ∀ a (i : ι) f, posOp a i f = MvPolynomial.X (a, i) * f := fun _ _ _ => rfl
  have hp : ∀ a (i : ι) f, momOp a i f = (-Complex.I) • pderiv (a, i) f := fun _ _ _ => rfl
  refine ⟨fun a i j => LinearMap.ext fun f => ?_, fun a b i j hab => LinearMap.ext fun f => ?_,
    fun a b i j => LinearMap.ext fun f => ?_, fun a b i j => LinearMap.ext fun f => ?_⟩
  · show posOp a i (momOp a j f) - momOp a j (posOp a i f) =
      (if i = j then Complex.I else 0) • f
    simp only [hx, hp, Derivation.leibniz, smul_eq_mul, MvPolynomial.pderiv_X,
      Pi.single_apply, Prod.mk.injEq, true_and, mul_smul_comm]
    split_ifs <;> simp only [mul_one, mul_zero] <;> module
  · show posOp a i (momOp b j f) - momOp b j (posOp a i f) = 0
    simp only [hx, hp, Derivation.leibniz, smul_eq_mul, MvPolynomial.pderiv_X,
      Pi.single_apply, Prod.mk.injEq, hab, false_and, if_false, mul_smul_comm, mul_zero]
    module
  · show posOp a i (posOp b j f) - posOp b j (posOp a i f) = 0
    rw [hx, hx, hx, hx]
    ring
  · show momOp a i (momOp b j f) - momOp b j (momOp a i f) = 0
    -- partial derivatives commute, since their commutator kills every coordinate
    have h0 : ⁅pderiv (R := ℂ) (a, i), pderiv (R := ℂ) (b, j)⁆ = 0 := by
      refine MvPolynomial.derivation_ext fun k => ?_
      simp only [Derivation.commutator_apply, MvPolynomial.pderiv_X, Pi.single_apply]
      split_ifs <;> simp
    have hc : pderiv (a, i) (pderiv (b, j) f) - pderiv (b, j) (pderiv (a, i) f) = 0 := by
      rw [← Derivation.commutator_apply, h0]
      rfl
    rw [hp, hp, hp, hp, Derivation.map_smul, Derivation.map_smul, sub_eq_zero.1 hc, sub_self]

end

end CentreOfMassSeparation
```

```lean
#print axioms CentreOfMassSeparation.kinetic_separates
#print axioms CentreOfMassSeparation.angularMomentum_separates
#print axioms CentreOfMassSeparation.hamiltonian_separates
```

```
'CentreOfMassSeparation.kinetic_separates' depends on axioms: [propext, Classical.choice, Quot.sound]
'CentreOfMassSeparation.angularMomentum_separates' depends on axioms: [propext, Classical.choice, Quot.sound]
'CentreOfMassSeparation.hamiltonian_separates' depends on axioms: [propext, Classical.choice, Quot.sound]
```

### What the theorems say

The observables are elements of `A`, an arbitrary ring that is also an algebra over ℂ. The type `ι` labels the spatial directions, and `Fin 2` labels the particles, so `x 0 i` is $x_{0,i}$. The masses are real numbers with the hypotheses `0 < m₁` and `0 < m₂`. In `massFrac` the first argument is the mass whose share is taken: `massFrac m₁ m₂` is $w_1$ and `massFrac m₂ m₁` is $w_2$.

`IsCanonical x p` collects the commutation relations, which are postulated: they are the quantum-mechanical input that makes each momentum conjugate to its own coordinate. `canonical_com_rel` assumes this predicate for the old variables and proves it for the new ones, where index 0 now means the centre of mass and index 1 the relative motion.

`kinetic_separates` and `angularMomentum_separates` assume positive masses but no commutation relations. Wherever a kinetic energy appears, `ι` is finite.

`internal_commutes` says that everything generated algebraically by the $r_i$ and $q_i$ commutes with each $X_j$ and $P_j$. `hamiltonian_separates` gives both the decomposition of $H$ and the vanishing commutator of its two parts. Its condition on `V`, membership in `Algebra.adjoin ℂ (Set.range (relPosition x))`, means a polynomial in the relative components with complex coefficients. The potentials $|r|^2$ and $(|r|^2 - d^2)^2$ fit, where $|r|^2 = \sum_i r_i^2$ and $d$ is a fixed length. In two or three dimensions the harmonic bond potential $k(|r| - d)^2/2$, with force constant $k > 0$ and equilibrium bond length $d > 0$, contains $|r|$ itself, so it is not of this form, and neither is the Coulomb potential. These potentials fall outside the theorem because of its algebraic hypothesis on `V`, not because the separation fails for them. The theorems concern algebra only: Hilbert spaces, operator domains, self-adjointness and spectra do not enter.

For a diatomic molecule modelled as two point masses with a bond potential polynomial in the components of $r$, this is the step that removes overall translation and leaves an internal Hamiltonian containing the reduced mass.

### How the proofs follow the calculation

`massFrac_swap` is $w_2 = 1 - w_1$, and `comm_combo` expands the commutator of two linear combinations into four elementary ones. In `canonical_com_rel` the facts `eX`, `ex`, `eP` and `ep` write each new variable as such a combination. The position–momentum cases are then split by `fin_cases`; rewriting inserts the known commutators, and `module` collects the coefficients. For position–position and momentum–momentum pairs the coefficients are irrelevant, so `hX` and `hP` record only that some exist.

In `kinetic_separates` the sums are compared direction by direction. After the squares are expanded, `match_scalars` produces one equation for each ordered product of momenta, and `field_simp` and `ring` settle these. The angular momentum proof expands the products, and `module` compares coefficients.

`internal_commutes` expresses the "sums and products" argument through the centralizer, the subalgebra of all elements commuting with a given one. It contains the generators $r_i$ and $q_i$, so by `Algebra.adjoin_le` it contains all they generate. `hamiltonian_separates` shows in `hB` that $H_{\text{int}}$ is generated this way, obtains in `hP` that it commutes with each $P_i$, and passes to the squares, their sum and the scalar prefactor.

Finally, `isCanonical_witness` shows that the postulated relations have a concrete realisation. On complex polynomials, `posOp` multiplies by a coordinate and `momOp` is $-i\partial$. The polynomials serve here as an algebraic model, not as normalisable physical states. The product rule gives, for a coordinate $x$ and its own derivative,

$$x(-i\,\partial f) + i\,\partial(xf) = i f.$$

For the momenta, the proof shows that the commutator of two partial derivatives is a derivation that annihilates every coordinate, and is therefore zero.
